# Every compact eigenstate of the stub chain with nonzero stub coupling overlaps one of its nontrivial translates

The stub chain has three sites in each cell $n\in\mathbb Z$: a hub $A_n$, a bridge $B_n$ and a stub $C_n$. A state $\psi$ assigns complex amplitudes $a_n$, $b_n$, $c_n$ to them. The hub $A_n$ couples to $B_n$ and $B_{n-1}$ with amplitude $1$ and to $C_n$ with a real amplitude $s$. There are no on-site energies and no other hoppings, so the Hamiltonian acts as

$$
(H\psi)_{A_n}=b_n+b_{n-1}+s\,c_n,\qquad
(H\psi)_{B_n}=a_n+a_{n+1},\qquad
(H\psi)_{C_n}=s\,a_n .
$$

A state is *compact* if only finitely many of its amplitudes are nonzero. The translate $T_d\psi$ is $\psi$ moved by $d$ cells, so its amplitudes in cell $n$ are $a_{n-d}$, $b_{n-d}$, $c_{n-d}$. The inner product is conjugate-linear in its first argument:

$$
\langle\psi,\varphi\rangle=\sum_n\left(\overline{\psi_{A_n}}\varphi_{A_n}+\overline{\psi_{B_n}}\varphi_{B_n}+\overline{\psi_{C_n}}\varphi_{C_n}\right).
$$

States are not normalised. For a normalised overlap, divide by $\langle\psi,\psi\rangle$.

## The overlap that cannot vanish

Let $s\neq0$, and let $\psi\neq0$ be compact with $H\psi=E\psi$. Then $E=0$, and there is a $d>0$ with $\langle\psi,T_d\psi\rangle\neq0$. The shift is explicit. If $m$ and $M$ are the first and last cells with an occupied bridge, then

$$
\langle\psi,T_{M+1-m}\psi\rangle=\frac{\overline{b_M}\,b_m}{s^2}\neq0 .
$$

In particular, no nonzero compact zero-energy state is orthogonal to all its nontrivial translates.

## Projecting onto the zero-energy states in a code

In this non-interacting, one-dimensional model, the result matters to any code that uses the translates of one compact zero mode as a basis for the flat band, the band formed by the zero-energy states. Such a basis is sparse and easy to store, but for $s\neq0$ it is not orthogonal, so normalising the states does not make it orthonormal. For finitely many linearly independent translates $w_i$ with Gram matrix $G_{ij}=\langle w_i,w_j\rangle$, the projector onto their span is

$$
P=\sum_{i,j}w_i\,(G^{-1})_{ij}\,w_j^\dagger ,
$$

and the shorter $\sum_i w_iw_i^\dagger$ is right only for orthonormal $w_i$. The same care applies when a one-particle perturbation is projected into this basis: the resulting eigenvalue problem is a generalised one, with $G$ as its overlap matrix.

As long as $s\neq0$, choosing a different compact zero mode does not remove the problem. A zero-energy Wannier state on the infinite chain that is orthogonal to all its nontrivial translates has infinitely many nonzero amplitudes. Cutting off its tail gives up the exact eigenvalue equation, the exact orthogonality, or both.

## From the last occupied hub to the edge overlap

**The hubs are empty.** Suppose some $a_n\neq0$. Since $\psi$ is compact, there is a last occupied hub $M$, with $a_M\neq0$ and $a_{M+1}=a_{M+2}=0$. The eigenvalue equations at $B_M$, $B_{M+1}$, $C_{M+1}$ and $A_{M+1}$ become

$$
a_M=E\,b_M,\qquad 0=E\,b_{M+1},\qquad 0=E\,c_{M+1},\qquad b_{M+1}+b_M+s\,c_{M+1}=0 .
$$

Multiply the last one by $E$ and insert the other three:

$$
0=E\,b_{M+1}+E\,b_M+s\,E\,c_{M+1}=a_M .
$$

This contradicts $a_M\neq0$, so all $a_n$ vanish. Nothing was divided by $E$ or $s$, so the argument also holds when either is zero.

**The energy is zero.** With empty hubs, the equations at the bridges and stubs read $0=E\,b_n$ and $0=E\,c_n$. If $E\neq0$, every amplitude vanishes, which contradicts $\psi\neq0$.

**The bridges fix the stubs.** At $E=0$ and $s\neq0$, the remaining equation, at $A_n$, gives

$$
c_n=-\frac{b_n+b_{n-1}}{s}.
$$

Conversely, any state with $a_n=0$ and these $c_n$ satisfies $H\psi=0$. If all $b_n$ were zero, all $c_n$ would be too, so a nonzero $\psi$ has an occupied bridge.

**One site is shared.** Let the bridges be occupied first at $m$ and last at $M$, so that $m\le M$. The stubs can be occupied only from $m$ to $M+1$, one cell further than the bridges, with edge values

$$
c_m=-\frac{b_m}{s},\qquad c_{M+1}=-\frac{b_M}{s}.
$$

Take $d=M+1-m\ge1$. The translate has no amplitude in any cell before $M+1$, and $\psi$ has none after $M+1$. In cell $M+1$ the state $\psi$ occupies only the stub, so

$$
\langle\psi,T_d\psi\rangle=\overline{c_{M+1}}\,c_m=\frac{\overline{b_M}\,b_m}{s^2}.
$$

Both edge amplitudes are nonzero, and so is the overlap.

### One occupied bridge, and the decoupled limit

The smallest case has $m=M=0$. Choose $b_0=s$, which gives $c_0=c_1=-1$. The squared norm is $s^2+2$ and the overlap with the next translate is $1$, so the normalised overlap is

$$
\frac{1}{s^2+2}.
$$

It becomes small for strong stub coupling but is never zero. As $s\to0$ it tends to $1/2$. At $s=0$ itself the stubs are decoupled, and a state on the single site $C_0$ is a zero mode orthogonal to all its nontrivial translates. The hypothesis $s\neq0$ therefore stands for a stub that is actually attached to the chain.

### Orthogonal to the nearest translate, but not to the next

Take $s=3/2$, $b_0=3$ and $b_1=-12$. The stub amplitudes are

$$
c_0=-2,\qquad c_1=6,\qquad c_2=8 .
$$

The overlap with the translate by one cell is

$$
b_1b_0+c_1c_0+c_2c_1=-36-12+48=0 .
$$

The translate by two cells gives $c_2c_0=-16$, in agreement with $b_1b_0/s^2=-36/(9/4)=-16$. Since $\langle\psi,\psi\rangle=9+144+4+36+64=257$, the normalised value is $-16/257\approx-0.062$. An orthogonality check limited to neighbouring cells would pass this state.

## The Lean file

```lean
import Mathlib

open ComplexConjugate

namespace StubChainWannier

noncomputable section

/-- The sites of the stub chain: in each cell `n` a hub `A n`, a bridge `B n` and a stub `C n`. -/
inductive Site
  | A (n : ℤ)
  | B (n : ℤ)
  | C (n : ℤ)

/-- The stub-chain Hamiltonian: the hub `A n` couples to `B n` and `B (n - 1)` with amplitude `1`
and to `C n` with amplitude `s`. -/
def stubH (s : ℝ) (ψ : Site → ℂ) : Site → ℂ
  | .A n => ψ (.B n) + ψ (.B (n - 1)) + s * ψ (.C n)
  | .B n => ψ (.A n) + ψ (.A (n + 1))
  | .C n => s * ψ (.A n)

/-- The state `ψ` moved by `d` cells along the chain. -/
def translate (d : ℤ) (ψ : Site → ℂ) : Site → ℂ
  | .A n => ψ (.A (n - d))
  | .B n => ψ (.B (n - d))
  | .C n => ψ (.C (n - d))

/-- The inner product of two states, summed cell by cell, if only finitely many cells contribute;
otherwise the sum `∑ᶠ` is zero by convention. -/
def overlap (ψ φ : Site → ℂ) : ℂ :=
  ∑ᶠ n : ℤ, (conj (ψ (.A n)) * φ (.A n) + conj (ψ (.B n)) * φ (.B n)
    + conj (ψ (.C n)) * φ (.C n))

/-- A state is compact if it occupies finitely many sites. -/
def IsCompactState (ψ : Site → ℂ) : Prop := (Function.support ψ).Finite

/-- A nonzero amplitude on finitely many cells has a first and a last occupied cell. -/
theorem exists_edges (f : ℤ → ℂ) (hf : (Function.support f).Finite) (h0 : ∃ n, f n ≠ 0) :
    ∃ m M : ℤ, m ≤ M ∧ f m ≠ 0 ∧ f M ≠ 0 ∧ ∀ n, (n < m ∨ M < n) → f n = 0 := by
  have hne : (Function.support f).Nonempty := h0
  obtain ⟨m, hm, hmin⟩ := Set.exists_min_image (Function.support f) (fun n => n) hf hne
  obtain ⟨M, hM, hmax⟩ := Set.exists_max_image (Function.support f) (fun n => n) hf hne
  refine ⟨m, M, hmin M hM, hm, hM, fun n hn => ?_⟩
  by_contra h
  have h1 : m ≤ n := hmin n h
  have h2 : n ≤ M := hmax n h
  omega

/-- A compact eigenstate of the stub chain has no amplitude on the hubs. -/
theorem hub_amplitude_zero (s : ℝ) (E : ℂ) (ψ : Site → ℂ) (hψ : IsCompactState ψ)
    (h : stubH s ψ = E • ψ) (n : ℤ) : ψ (.A n) = 0 := by
  by_contra hn
  have hfin : (Function.support (fun k => ψ (.A k))).Finite :=
    Set.Finite.preimage (f := Site.A) (by intro x _ y _ hxy; exact Site.A.inj hxy) hψ
  obtain ⟨m, M, -, -, hM, hout⟩ := exists_edges (fun k => ψ (.A k)) hfin ⟨n, hn⟩
  have h1 : ψ (.A (M + 1)) = 0 := hout (M + 1) (by omega)
  have h2 : ψ (.A (M + 1 + 1)) = 0 := hout (M + 1 + 1) (by omega)
  -- the eigenvalue equations around the first empty hub on the right
  have eA : ψ (.B (M + 1)) + ψ (.B (M + 1 - 1)) + s * ψ (.C (M + 1)) = E * ψ (.A (M + 1)) :=
    congrFun h (.A (M + 1))
  have eB0 : ψ (.A M) + ψ (.A (M + 1)) = E * ψ (.B M) := congrFun h (.B M)
  have eB1 : ψ (.A (M + 1)) + ψ (.A (M + 1 + 1)) = E * ψ (.B (M + 1)) :=
    congrFun h (.B (M + 1))
  have eC : s * ψ (.A (M + 1)) = E * ψ (.C (M + 1)) := congrFun h (.C (M + 1))
  rw [show M + 1 - 1 = M by ring] at eA
  apply hM
  linear_combination eB0 + E * eA + eB1 + s * eC - (2 + (s : ℂ) ^ 2 - E ^ 2) * h1 - h2

/-- A nonzero compact eigenstate of the stub chain has energy zero. -/
theorem compact_eigenstate_energy (s : ℝ) (E : ℂ) (ψ : Site → ℂ) (hψ : IsCompactState ψ)
    (hne : ψ ≠ 0) (h : stubH s ψ = E • ψ) : E = 0 := by
  by_contra hE
  have ha := hub_amplitude_zero s E ψ hψ h
  apply hne
  funext x
  rcases x with n | n | n
  · exact ha n
  · have e : ψ (.A n) + ψ (.A (n + 1)) = E * ψ (.B n) := congrFun h (.B n)
    rw [ha, ha, add_zero] at e
    exact (mul_eq_zero.mp e.symm).resolve_left hE
  · have e : s * ψ (.A n) = E * ψ (.C n) := congrFun h (.C n)
    rw [ha, mul_zero] at e
    exact (mul_eq_zero.mp e.symm).resolve_left hE

/-- For `s ≠ 0` the zero-energy states are those with empty hubs whose stub amplitudes are fixed
by the two neighbouring bridge amplitudes. -/
theorem zero_mode_iff (s : ℝ) (hs : s ≠ 0) (ψ : Site → ℂ) :
    stubH s ψ = 0 ↔ (∀ n, ψ (.A n) = 0) ∧
      ∀ n, ψ (.C n) = -(ψ (.B n) + ψ (.B (n - 1))) / s := by
  have hs' : (s : ℂ) ≠ 0 := Complex.ofReal_ne_zero.mpr hs
  constructor
  · intro h
    refine ⟨fun n => ?_, fun n => ?_⟩
    · have e : s * ψ (.A n) = 0 := congrFun h (.C n)
      exact (mul_eq_zero.mp e).resolve_left hs'
    · have e : ψ (.B n) + ψ (.B (n - 1)) + s * ψ (.C n) = 0 := congrFun h (.A n)
      rw [eq_div_iff hs']
      linear_combination e
  · rintro ⟨ha, hc⟩
    funext x
    rcases x with n | n | n
    · have e := hc n
      rw [eq_div_iff hs'] at e
      change ψ (.B n) + ψ (.B (n - 1)) + s * ψ (.C n) = 0
      linear_combination e
    · simp [stubH, ha]
    · simp [stubH, ha]

/-- For `s ≠ 0`, if the bridge amplitudes of a zero mode vanish outside the cells `m` to `M`, its
overlap with its translate by `M + 1 - m` cells is the conjugate of the bridge amplitude at `M`
times the bridge amplitude at `m`, divided by `s ^ 2`. -/
theorem edge_overlap (s : ℝ) (hs : s ≠ 0) (ψ : Site → ℂ) (h : stubH s ψ = 0) (m M : ℤ)
    (hb : ∀ n, (n < m ∨ M < n) → ψ (.B n) = 0) :
    overlap ψ (translate (M + 1 - m) ψ) = conj (ψ (.B M)) * ψ (.B m) / (s : ℂ) ^ 2 := by
  obtain ⟨ha, hc⟩ := (zero_mode_iff s hs ψ).mp h
  unfold overlap
  -- only the stub in cell M + 1 can be occupied by both states
  rw [finsum_eq_single _ (M + 1)]
  · simp only [translate, ha, hc]
    rw [show M + 1 - (M + 1 - m) = m by ring, show M + 1 - 1 = M by ring,
      hb (M + 1) (by omega), hb (m - 1) (by omega)]
    simp only [map_div₀, map_neg, map_add, map_zero, Complex.conj_ofReal]
    ring
  · intro n hn
    simp only [translate, ha]
    rcases lt_or_gt_of_ne hn with hlt | hgt
    · rw [hc (n - (M + 1 - m)), hb (n - (M + 1 - m)) (by omega),
        hb (n - (M + 1 - m) - 1) (by omega)]
      simp
    · rw [hc n, hb n (by omega), hb (n - 1) (by omega)]
      simp

/-- For `s ≠ 0`, every nonzero compact eigenstate of the stub chain, at whatever energy, has
nonzero overlap with one of its nontrivial lattice translates. -/
theorem no_orthogonal_compact_state (s : ℝ) (hs : s ≠ 0) (E : ℂ) (ψ : Site → ℂ)
    (hψ : IsCompactState ψ) (hne : ψ ≠ 0) (h : stubH s ψ = E • ψ) :
    ∃ d : ℤ, 0 < d ∧ overlap ψ (translate d ψ) ≠ 0 := by
  have hE := compact_eigenstate_energy s E ψ hψ hne h
  rw [hE, zero_smul] at h
  obtain ⟨ha, hc⟩ := (zero_mode_iff s hs ψ).mp h
  -- some bridge is occupied, since the bridges determine the whole state
  have hB : ∃ n, ψ (.B n) ≠ 0 := by
    by_contra hcon
    push Not at hcon
    apply hne
    funext x
    rcases x with n | n | n
    · exact ha n
    · exact hcon n
    · rw [hc n, hcon, hcon]
      simp
  have hfin : (Function.support (fun k => ψ (.B k))).Finite :=
    Set.Finite.preimage (f := Site.B) (by intro x _ y _ hxy; exact Site.B.inj hxy) hψ
  obtain ⟨m, M, hmM, hm, hM, hout⟩ := exists_edges (fun k => ψ (.B k)) hfin hB
  refine ⟨M + 1 - m, by omega, ?_⟩
  rw [edge_overlap s hs ψ h m M hout]
  exact div_ne_zero (mul_ne_zero ((map_ne_zero _).mpr hM) hm)
    (pow_ne_zero 2 (Complex.ofReal_ne_zero.mpr hs))

/-- The state with amplitude `s` on `B 0` and `-1` on the stubs `C 0` and `C 1`. -/
def compactMode (s : ℝ) : Site → ℂ
  | .A _ => 0
  | .B n => if n = 0 then (s : ℂ) else 0
  | .C n => if n = 0 ∨ n = 1 then -1 else 0

/-- The state `compactMode s` is a nonzero compact state of zero energy. -/
theorem compactMode_witness (s : ℝ) :
    IsCompactState (compactMode s) ∧ compactMode s ≠ 0 ∧ stubH s (compactMode s) = 0 := by
  refine ⟨?_, fun h => ?_, ?_⟩
  · apply Set.Finite.subset (Set.toFinite {Site.B 0, Site.C 0, Site.C 1})
    intro x hx
    rw [Function.mem_support] at hx
    rcases x with n | n | n
    · exact (hx rfl).elim
    · by_cases h : n = 0
      · simp [h]
      · exact (hx (by simp [compactMode, h])).elim
    · by_cases h : n = 0 ∨ n = 1
      · rcases h with h | h <;> simp [h]
      · exact (hx (by simp only [compactMode, if_neg h])).elim
  · have e := congrFun h (.C 0)
    simp [compactMode] at e
  · funext x
    rcases x with n | n | n
    · by_cases h0 : n = 0
      · subst h0
        simp [stubH, compactMode]
      · by_cases h1 : n = 1
        · subst h1
          simp [stubH, compactMode]
        · simp [stubH, compactMode, h0, h1, sub_eq_zero]
    · simp [stubH, compactMode]
    · simp [stubH, compactMode]

/-- The state with amplitude `1` on the single stub `C 0`. -/
def stubState : Site → ℂ
  | .C n => if n = 0 then 1 else 0
  | _ => 0

/-- At `s = 0` the state on the single stub `C 0` is a nonzero compact zero-energy state
orthogonal to all its nontrivial translates. -/
theorem decoupled_stub_orthogonal :
    IsCompactState stubState ∧ stubState ≠ 0 ∧ stubH 0 stubState = 0 ∧
      ∀ d : ℤ, d ≠ 0 → overlap stubState (translate d stubState) = 0 := by
  refine ⟨?_, fun h => ?_, ?_, fun d hd => ?_⟩
  · apply Set.Finite.subset (Set.toFinite {Site.C 0})
    intro x hx
    rw [Function.mem_support] at hx
    rcases x with n | n | n
    · exact (hx rfl).elim
    · exact (hx rfl).elim
    · by_cases h : n = 0
      · simp [h]
      · exact (hx (by simp [stubState, h])).elim
  · have e := congrFun h (.C 0)
    simp [stubState] at e
  · funext x
    rcases x with n | n | n <;> simp [stubH, stubState]
  · unfold overlap
    apply finsum_eq_zero_of_forall_eq_zero
    intro n
    by_cases h : n = 0
    · subst h
      simp [translate, stubState, hd]
    · simp [translate, stubState, h]

end

end StubChainWannier
```

```lean
#print axioms StubChainWannier.no_orthogonal_compact_state
-- 'StubChainWannier.no_orthogonal_compact_state' depends on axioms: [propext, Classical.choice, Quot.sound]
#print axioms StubChainWannier.decoupled_stub_orthogonal
-- 'StubChainWannier.decoupled_stub_orthogonal' depends on axioms: [propext, Classical.choice, Quot.sound]
```

## How the Lean statements match the chain

`Site` has the constructors `A n`, `B n` and `C n`, with `n` running over all integers, and a state is a function `Site → ℂ`. The amplitudes $a_n$, $b_n$, $c_n$ are `ψ (.A n)`, `ψ (.B n)` and `ψ (.C n)`. The function `stubH s` is the Hamiltonian above, `translate d` is $T_d$, and `IsCompactState` says that the set of occupied sites is finite.

`overlap` is the inner product, written with the sum `∑ᶠ` over cells. That sum returns zero if infinitely many terms are nonzero, so `overlap` should be read as an inner product only where finitely many cells contribute, as they do for compact states.

The main theorem, `no_orthogonal_compact_state`, takes a real `s` with `s ≠ 0`, a complex `E`, and a compact nonzero `ψ` with `stubH s ψ = E • ψ`. It concludes that some integer `d` with `0 < d` gives a nonzero `overlap ψ (translate d ψ)`. The energy is not assumed to be real or zero; `compact_eigenstate_energy` derives that it vanishes. The explicit value of the overlap is in `edge_overlap`.

## How the proof follows the derivation

- `exists_edges` supplies the first and last occupied cells, by taking the minimum and maximum of a finite nonempty set of integers.
- `hub_amplitude_zero` applies it to the hub amplitudes. The equations `eB0`, `eA`, `eB1` and `eC` are the four eigenvalue equations near the last occupied hub. `linear_combination` adds them with factors $1$, $E$, $1$ and $s$, as in the derivation, and the terms in `h1` and `h2` remove the two empty hubs.
- `compact_eigenstate_energy` assumes $E\neq0$ and shows site by site that the state vanishes.
- `zero_mode_iff` proves both directions of the description of zero modes.
- `edge_overlap` uses `finsum_eq_single` to reduce the sum to cell `M + 1`. For every other cell it shows that one of the two states is empty: the translate to the left, the original to the right.
- `no_orthogonal_compact_state` finds an occupied bridge, takes the edges of the bridge amplitudes, and concludes from the fact that a quotient of nonzero numbers is nonzero.

Two further theorems check the surroundings of the main one. `compactMode_witness` shows that the one-bridge state used above is a nonzero compact zero mode for every real `s`, so the main theorem applies to actual states. `decoupled_stub_orthogonal` proves the counterexample at $s=0$.

## Finite rings, mixed bands and other couplings

The theorem concerns exact eigenstates on the infinite chain. On a periodic ring every state has finite support, and a translate can meet the original from both sides, so the edge argument does not carry over unchanged.

It also concerns eigenstates only. A state on the single bridge $B_0$ is compact and orthogonal to all its nontrivial translates, but it is not an eigenstate. For $s\neq0$ it overlaps the one-bridge zero mode above, so it has components in both the flat band and the dispersive ones. Compact orthogonal orbitals that mix these bands are therefore not excluded.

The two hub–bridge hoppings are fixed at $1$, and there are no on-site energies, disorder, magnetic phases or interactions. A code with any of these terms needs its own version of the eigenvalue equations before it can use the conclusion. Finally, the theorem guarantees a nonzero overlap but no lower bound common to all compact zero modes, so a numerical test with a fixed tolerance may still report a very small overlap as zero.
